# Eckart–Young in spectral norm: no matrix of rank at most k is closer to a square matrix than its k-term truncated SVD

Take $A=\mathrm{diag}(3,1)$ and look for a real matrix $B$ of rank at most 1 that is close to it. Such a $B$ annihilates some nonzero vector $c=(c_0,c_1)$. On that vector the error matrix acts as $A$ alone:

$$(A-B)c = Ac = (3c_0,\,c_1), \qquad \|(A-B)c\|^2 = 9c_0^2+c_1^2 \ge \|c\|^2 .$$

The spectral norm $\|A-B\|$ is the largest factor by which $A-B$ stretches a vector, so it is at least 1, the smaller singular value. The choice $B=\mathrm{diag}(3,0)$ attains this. So does $\mathrm{diag}(t,0)$ for every $t$ between 2 and 4, so the best approximation is not unique.

## The smallest error at rank k is the first discarded singular value

Let $A=U\Sigma V^*$ be an $n\times n$ matrix over the real or complex numbers. Here $U$ and $V$ are unitary (orthogonal in the real case), $V^*$ is the conjugate transpose, and $\Sigma=\mathrm{diag}(\sigma_0,\dots,\sigma_{n-1})$ with $\sigma_0\ge\dots\ge\sigma_{n-1}\ge 0$. Indices start at zero, so $\sigma_k$ is singular value number $k+1$. For $0\le k<n$ let $A_k$ be the matrix obtained by keeping $\sigma_0,\dots,\sigma_{k-1}$ and setting the other values to zero. Then

$$\|A-B\|\ge\sigma_k \ \text{ whenever } \operatorname{rank}B\le k, \qquad \operatorname{rank}A_k\le k, \qquad \|A-A_k\|=\sigma_k .$$

## Choosing a rank from a cutoff

A code that compresses a matrix by SVD and drops all singular values up to a cutoff $\varepsilon\ge0$ makes a spectral-norm error of at most $\varepsilon$. The bound adds that no smaller rank would have met the same tolerance, whatever method produced the approximation.

In an electronic-structure code this applies, for example, to a finite square block of an interaction matrix stored in low-rank form. It limits the error in the block's action on a vector, $\|(A-A_k)x\|\le\sigma_k\|x\|$, and hence the error in a number of the form $y^*Ax$, which is at most $\sigma_k\|y\|\|x\|$. The error in a total energy depends also on how the block enters the calculation.

## Derivation, with the lemma for each step

**Distance between matrices with common singular vectors.** Let $\tau_0,\dots,\tau_{n-1}$ be real and put $d_i=\sigma_i-\tau_i$. For any $x$ set $y=V^*x$, so that $\|y\|=\|x\|$. Since $U$ preserves length,

$$\|(A-U\,\mathrm{diag}(\tau)V^*)x\|^2=\sum_i d_i^2|y_i|^2\le\Big(\max_i|d_i|\Big)^2\|x\|^2 .$$

Equality holds when $y$ is the unit vector at an index where $|d_i|$ is largest. The distance is therefore $\max_i|d_i|$. This is `norm_ofSVD_sub`: the two `CStarRing` lemmas remove the unitary factors, and `l2_opNorm_diagonal` evaluates the norm of the diagonal matrix that remains.

**Rank.** If $\tau_i=0$ for all $i\ge k$, then $\mathrm{diag}(\tau)$ has at most $k$ nonzero entries and hence rank at most $k$. Multiplication by further matrices cannot raise the rank. In `rank_ofSVD_le` the count is an injection from the nonzero entries into `Fin k`.

**An annihilated combination.** Let $\operatorname{rank}B\le k$ and let $v_0,\dots,v_k$ be the first $k+1$ columns of $V$. The linear map

$$(c_0,\dots,c_k)\mapsto B\sum_{i\le k}c_iv_i$$

goes from a space of dimension $k+1$ into the range of $B$, whose dimension is at most $k$. It cannot be injective, so some nonzero $c$ is sent to zero. In `exists_annihilated`, `e` pads the coefficients with zeros to length $n$ and `f` is the map above; injectivity would give $k+1\le k$, which `omega` refutes.

**Lower bound.** Pad $c$ with zeros and put $x=Vc$. Then $Bx=0$ and $\|x\|=\|c\|$, while $Ax=U\Sigma V^*Vc=U\Sigma c$. Hence

$$\|A-B\|^2\|c\|^2\ \ge\ \|(A-B)x\|^2=\|\Sigma c\|^2=\sum_{i\le k}\sigma_i^2|c_i|^2\ \ge\ \sigma_k^2\|c\|^2 .$$

Dividing by $\|c\|^2>0$ and taking roots gives $\|A-B\|\ge\sigma_k$. The theorem `le_norm_sub_of_rank_le` does this in the singular bases, with $U^*(A-B)V$ in place of $A-B$. This matrix has the same norm, and `hMc` states that it sends $c$ to $\Sigma c$. The left inequality is `hup`, the right one is `hlow`, and `hpos` permits the division.

**Which altered values are optimal.** Let $\tau_i=0$ for $i\ge k$ again. The differences from index $k$ onwards are $\sigma_k,\sigma_{k+1},\dots$, the largest of which is $\sigma_k$. The error therefore equals $\sigma_k$ exactly when $|\sigma_i-\tau_i|\le\sigma_k$ for every $i<k$, which is `error_eq_iff`. Truncation leaves the first $k$ values unchanged, so it qualifies, and `eckart_young_spectral` combines this with the rank estimate and the lower bound.

**Tolerance.** If some $B$ of rank at most $k$ has error at most $\varepsilon$, the lower bound gives $\sigma_k\le\varepsilon$. Conversely, if $\sigma_k\le\varepsilon$, then $A_k$ is such a matrix. This equivalence is `exists_rank_le_iff`.

## The Lean file

```lean
import Mathlib

open Matrix
open scoped Matrix.Norms.L2Operator

namespace SpectralTruncation

noncomputable section

variable {𝕜 : Type*} [RCLike 𝕜] {n : ℕ}

/-- The matrix `U diag(σ) V*` assembled from left vectors `U`, right vectors `V` and
real values `σ`; the scalars `𝕜` are the real or the complex numbers. -/
def ofSVD (U V : Matrix (Fin n) (Fin n) 𝕜) (σ : Fin n → ℝ) : Matrix (Fin n) (Fin n) 𝕜 :=
  U * diagonal (fun i => (σ i : 𝕜)) * Vᴴ

/-- Keep the first `k` values and set all others to zero. -/
def truncate (k : ℕ) (σ : Fin n → ℝ) : Fin n → ℝ :=
  fun i => if i.val < k then σ i else 0

/-- For unitary `U` and `V`, the spectral-norm distance between `U diag(σ) V*` and `U diag(τ) V*` is
the largest of the numbers `|σ i - τ i|` (zero when `n = 0`). -/
theorem norm_ofSVD_sub {U V : Matrix (Fin n) (Fin n) 𝕜}
    (hU : U ∈ unitaryGroup (Fin n) 𝕜) (hV : V ∈ unitaryGroup (Fin n) 𝕜) (σ τ : Fin n → ℝ) :
    ‖ofSVD U V σ - ofSVD U V τ‖ = ‖σ - τ‖ := by
  have hd : diagonal (fun i => ((σ i - τ i : ℝ) : 𝕜))
      = diagonal (fun i => (σ i : 𝕜)) - diagonal (fun i => (τ i : 𝕜)) := by
    ext i j
    by_cases hij : i = j <;> simp [hij]
  have h : ofSVD U V σ - ofSVD U V τ
      = U * diagonal (fun i => ((σ i - τ i : ℝ) : 𝕜)) * star V := by
    rw [hd, ofSVD, ofSVD, star_eq_conjTranspose, Matrix.mul_sub, Matrix.sub_mul]
  have hV' : star V ∈ unitaryGroup (Fin n) 𝕜 :=
    mem_unitaryGroup_iff.2 (by rw [star_star]; exact mem_unitaryGroup_iff'.1 hV)
  -- unitary factors drop out of the norm
  rw [h, CStarRing.norm_mul_mem_unitary _ hV', CStarRing.norm_mem_unitary_mul _ hU,
    l2_opNorm_diagonal]
  apply le_antisymm
  · refine (pi_norm_le_iff_of_nonneg (norm_nonneg _)).2 fun i => ?_
    change ‖((σ i - τ i : ℝ) : 𝕜)‖ ≤ _
    rw [RCLike.norm_ofReal]
    exact norm_le_pi_norm (σ - τ) i
  · refine (pi_norm_le_iff_of_nonneg (norm_nonneg _)).2 fun i => ?_
    exact (RCLike.norm_ofReal (K := 𝕜) (σ i - τ i)).symm.le.trans
      (norm_le_pi_norm (fun i => ((σ i - τ i : ℝ) : 𝕜)) i)

/-- If all values after the first `k` vanish, then `U diag(τ) V*` has rank at most `k`. -/
theorem rank_ofSVD_le (U V : Matrix (Fin n) (Fin n) 𝕜) {τ : Fin n → ℝ} {k : ℕ}
    (hτ : ∀ i : Fin n, k ≤ i.val → τ i = 0) : (ofSVD U V τ).rank ≤ k := by
  classical
  refine (rank_mul_le_left _ _).trans ((rank_mul_le_right _ _).trans ?_)
  -- the rank of a diagonal matrix counts its nonzero entries
  have hc : Fintype.card {i : Fin n // (τ i : 𝕜) ≠ 0} ≤ Fintype.card (Fin k) :=
    Fintype.card_le_of_injective
      (fun i => (⟨i.1.val, by
        by_contra h
        exact i.2 (by rw [hτ i.1 (not_lt.1 h)]; simp)⟩ : Fin k))
      (fun a b h => by
        have h' := congrArg Fin.val h
        exact Subtype.ext (Fin.ext h'))
  rw [Fintype.card_fin] at hc
  rw [rank_diagonal]
  convert hc

/-- A matrix `B` of rank at most `k` annihilates some combination, with coefficients `c` not
all zero, of the first `k + 1` columns of `V`. -/
theorem exists_annihilated (V : Matrix (Fin n) (Fin n) 𝕜) {B : Matrix (Fin n) (Fin n) 𝕜}
    {k : Fin n} (hB : B.rank ≤ k.val) :
    ∃ c : Fin n → 𝕜, c ≠ 0 ∧ (∀ i, k < i → c i = 0) ∧ B *ᵥ (V *ᵥ c) = 0 := by
  -- pad `k + 1` coefficients by zeros
  let e : (Fin (k.val + 1) → 𝕜) →ₗ[𝕜] (Fin n → 𝕜) :=
    { toFun := fun d i => if h : i.val < k.val + 1 then d ⟨i.val, h⟩ else 0
      map_add' := by
        intro a b
        funext i
        simp only [Pi.add_apply]
        split_ifs <;> simp
      map_smul' := by
        intro a b
        funext i
        simp only [Pi.smul_apply, RingHom.id_apply]
        split_ifs <;> simp }
  let f := B.mulVecLin.rangeRestrict.comp (V.mulVecLin.comp e)
  -- `k + 1` dimensions do not fit into the range of `B`
  have hf : ¬ Function.Injective f := fun hinj => by
    have h1 := LinearMap.finrank_le_finrank_of_injective hinj
    rw [Module.finrank_fin_fun] at h1
    have h2 : Module.finrank 𝕜 (LinearMap.range B.mulVecLin) ≤ k.val := hB
    omega
  obtain ⟨d, hd, hd0⟩ : ∃ d, f d = 0 ∧ d ≠ 0 := by
    by_contra hcon
    push Not at hcon
    exact hf ((injective_iff_map_eq_zero f).2 hcon)
  refine ⟨e d, fun h => hd0 ?_, fun i hi => ?_, congrArg Subtype.val hd⟩
  · funext j
    have h1 : (if h : j.val < k.val + 1 then d ⟨j.val, h⟩ else 0) = 0 :=
      congrFun h ⟨j.val, lt_of_lt_of_le j.2 k.2⟩
    rw [dif_pos j.2] at h1
    exact h1
  · change (if h : i.val < k.val + 1 then d ⟨i.val, h⟩ else 0) = 0
    have h1 : k.val < i.val := hi
    exact dif_neg (by omega)

/-- For unitary `U`, `V` and nonincreasing `σ`, no matrix of rank at most `k` is closer to
`U diag(σ) V*` in spectral norm than `σ k`, the value number `k + 1`. -/
theorem le_norm_sub_of_rank_le {U V B : Matrix (Fin n) (Fin n) 𝕜} {σ : Fin n → ℝ} {k : Fin n}
    (hU : U ∈ unitaryGroup (Fin n) 𝕜) (hV : V ∈ unitaryGroup (Fin n) 𝕜)
    (hσ : Antitone σ) (hB : B.rank ≤ k.val) : σ k ≤ ‖ofSVD U V σ - B‖ := by
  rcases le_total (σ k) 0 with h0 | h0
  · exact h0.trans (norm_nonneg _)
  obtain ⟨c, hc0, hc, hBc⟩ := exists_annihilated V hB
  -- the error matrix in the singular bases acts on `c` as `diag(σ)`
  have hM : star U * (ofSVD U V σ - B) * V
      = diagonal (fun i => (σ i : 𝕜)) - star U * (B * V) := by
    have h1 : star U * (ofSVD U V σ - B) * V
        = (star U * U) * diagonal (fun i => (σ i : 𝕜)) * (star V * V) - star U * (B * V) := by
      rw [ofSVD, ← star_eq_conjTranspose]
      simp only [mul_sub, sub_mul, mul_assoc]
    rw [h1, mem_unitaryGroup_iff'.1 hU, mem_unitaryGroup_iff'.1 hV, one_mul, mul_one]
  have hMc : (star U * (ofSVD U V σ - B) * V) *ᵥ c = fun i => (σ i : 𝕜) * c i := by
    rw [hM, sub_mulVec, ← mulVec_mulVec, ← mulVec_mulVec, hBc, mulVec_zero, sub_zero]
    funext i
    rw [mulVec_diagonal]
  have hup : ‖(WithLp.toLp 2 ((star U * (ofSVD U V σ - B) * V) *ᵥ c) :
      EuclideanSpace 𝕜 (Fin n))‖ ≤ ‖star U * (ofSVD U V σ - B) * V‖ *
        ‖(WithLp.toLp 2 c : EuclideanSpace 𝕜 (Fin n))‖ :=
    l2_opNorm_mulVec _ (WithLp.toLp 2 c)
  have hU' : star U ∈ unitaryGroup (Fin n) 𝕜 :=
    mem_unitaryGroup_iff.2 (by rw [star_star]; exact mem_unitaryGroup_iff'.1 hU)
  rw [hMc, CStarRing.norm_mul_mem_unitary _ hV, CStarRing.norm_mem_unitary_mul _ hU'] at hup
  -- every component present in `c` is stretched by at least `σ k`
  have hlow : σ k * ‖(WithLp.toLp 2 c : EuclideanSpace 𝕜 (Fin n))‖
      ≤ ‖(WithLp.toLp 2 (fun i => (σ i : 𝕜) * c i) : EuclideanSpace 𝕜 (Fin n))‖ := by
    refine (pow_le_pow_iff_left₀ (mul_nonneg h0 (norm_nonneg _)) (norm_nonneg _)
      two_ne_zero).1 ?_
    rw [mul_pow, EuclideanSpace.norm_sq_eq, EuclideanSpace.norm_sq_eq, Finset.mul_sum]
    refine Finset.sum_le_sum fun i _ => ?_
    change σ k ^ 2 * ‖c i‖ ^ 2 ≤ ‖(σ i : 𝕜) * c i‖ ^ 2
    rw [norm_mul, RCLike.norm_ofReal, mul_pow, sq_abs]
    rcases le_or_gt i k with hi | hi
    · have h1 := hσ hi
      gcongr
    · simp [hc i hi]
  have hpos : 0 < ‖(WithLp.toLp 2 c : EuclideanSpace 𝕜 (Fin n))‖ :=
    norm_pos_iff.2 fun h => hc0 (congrArg WithLp.ofLp h)
  exact le_of_mul_le_mul_right (hlow.trans hup) hpos

/-- Let `U`, `V` be unitary, `σ` nonnegative and nonincreasing, and let `τ` vanish after its
first `k` values. Then `U diag(τ) V*` has spectral-norm error exactly `σ k` if and only if each
of the first `k` values is changed by at most `σ k`. -/
theorem error_eq_iff {U V : Matrix (Fin n) (Fin n) 𝕜} {σ τ : Fin n → ℝ} {k : Fin n}
    (hU : U ∈ unitaryGroup (Fin n) 𝕜) (hV : V ∈ unitaryGroup (Fin n) 𝕜)
    (hσ : Antitone σ) (hσ0 : ∀ i, 0 ≤ σ i) (hτ : ∀ i, k ≤ i → τ i = 0) :
    ‖ofSVD U V σ - ofSVD U V τ‖ = σ k ↔ ∀ i, i < k → |σ i - τ i| ≤ σ k := by
  rw [norm_ofSVD_sub hU hV]
  constructor
  · intro h i _
    rw [← h]
    exact norm_le_pi_norm (σ - τ) i
  · intro h
    apply le_antisymm
    · refine (pi_norm_le_iff_of_nonneg (hσ0 k)).2 fun i => ?_
      change |σ i - τ i| ≤ σ k
      rcases lt_or_ge i k with hi | hi
      · exact h i hi
      · rw [hτ i hi, sub_zero, abs_of_nonneg (hσ0 i)]
        exact hσ hi
    · have h1 : |σ k - τ k| ≤ ‖σ - τ‖ := norm_le_pi_norm (σ - τ) k
      rwa [hτ k le_rfl, sub_zero, abs_of_nonneg (hσ0 k)] at h1

/-- **Eckart-Young theorem in spectral norm.** For unitary `U`, `V` and nonnegative,
nonincreasing `σ`, every matrix of rank at most `k` has error at least `σ k` (the singular value
number `k + 1`), and the `k`-term truncation has rank at most `k` and error exactly `σ k`. -/
theorem eckart_young_spectral {U V : Matrix (Fin n) (Fin n) 𝕜} {σ : Fin n → ℝ}
    (hU : U ∈ unitaryGroup (Fin n) 𝕜) (hV : V ∈ unitaryGroup (Fin n) 𝕜)
    (hσ : Antitone σ) (hσ0 : ∀ i, 0 ≤ σ i) (k : Fin n) :
    (∀ B : Matrix (Fin n) (Fin n) 𝕜, B.rank ≤ k.val → σ k ≤ ‖ofSVD U V σ - B‖) ∧
      (ofSVD U V (truncate k.val σ)).rank ≤ k.val ∧
      ‖ofSVD U V σ - ofSVD U V (truncate k.val σ)‖ = σ k := by
  refine ⟨fun B hB => le_norm_sub_of_rank_le hU hV hσ hB,
    rank_ofSVD_le U V fun i hi => if_neg (not_lt.2 hi),
    (error_eq_iff (τ := truncate k.val σ) hU hV hσ hσ0
      fun i hi => if_neg (not_lt.2 (Fin.le_def.1 hi))).2 fun i hi => ?_⟩
  have h1 : truncate k.val σ i = σ i := if_pos hi
  rw [h1, sub_self, abs_zero]
  exact hσ0 k

/-- Choice of rank from a tolerance: for unitary `U`, `V` and nonnegative, nonincreasing `σ`,
some matrix of rank at most `k` reproduces `U diag(σ) V*` within spectral-norm error `ε` if and
only if `σ k`, the singular value number `k + 1`, is at most `ε`. -/
theorem exists_rank_le_iff {U V : Matrix (Fin n) (Fin n) 𝕜} {σ : Fin n → ℝ}
    (hU : U ∈ unitaryGroup (Fin n) 𝕜) (hV : V ∈ unitaryGroup (Fin n) 𝕜)
    (hσ : Antitone σ) (hσ0 : ∀ i, 0 ≤ σ i) (k : Fin n) (ε : ℝ) :
    (∃ B : Matrix (Fin n) (Fin n) 𝕜, B.rank ≤ k.val ∧ ‖ofSVD U V σ - B‖ ≤ ε) ↔ σ k ≤ ε := by
  obtain ⟨hmin, hrank, herr⟩ := eckart_young_spectral hU hV hσ hσ0 k
  exact ⟨fun ⟨B, hB, hε⟩ => (hmin B hB).trans hε, fun h => ⟨_, hrank, herr.le.trans h⟩⟩

end

end SpectralTruncation
```

```lean
#print axioms SpectralTruncation.eckart_young_spectral
-- 'SpectralTruncation.eckart_young_spectral' depends on axioms: [propext, Classical.choice, Quot.sound]
#print axioms SpectralTruncation.exists_rank_le_iff
-- 'SpectralTruncation.exists_rank_le_iff' depends on axioms: [propext, Classical.choice, Quot.sound]
```

## What is guaranteed for given singular factors, and where that ends

`ofSVD U V σ` is the matrix $A$, and `truncate k σ` is the list of values with all entries from index $k$ onwards set to zero. The type `𝕜` with `RCLike 𝕜` stands for the real or the complex numbers. Membership in `unitaryGroup` says that the singular vectors are orthonormal, `Antitone σ` that the values are nonincreasing, and `hσ0` that they are nonnegative. Writing `k : Fin n` builds in $k<n$, and so $n\ge1$.

In the theorem statements the norm bars have two meanings. Around a matrix they denote the spectral norm, selected by opening `Matrix.Norms.L2Operator`. Around `σ - τ`, a list of real numbers, they denote the largest absolute entry. Inside the proofs they also denote the Euclidean length of a vector, marked by `WithLp.toLp 2`, and the absolute value of a scalar.

`V` holds the right singular vectors as columns. Many SVD routines return $V^*$ instead, which corresponds to `Vᴴ`.

With these hypotheses, `eckart_young_spectral` covers every competitor `B` of rank at most $k$, including those whose singular vectors have nothing to do with those of $A$. The criterion in `error_eq_iff` is narrower: it compares only matrices built from the same `U` and `V`, and does not describe all optimal approximations.

Several things that a code may need are not covered:

- **Rounding.** Computed factors are only approximately unitary, and their product only approximately equals the input matrix. Both deviations need their own error estimate.
- **Rectangular matrices.** All matrices here are $n\times n$.
- **The Frobenius norm.** The name Eckart–Young is also attached to the statement in that norm, where the smallest error is $\big(\sum_{i\ge k}\sigma_i^2\big)^{1/2}$. A code that truncates by the sum of discarded squares is controlling this other quantity.
- **Existence of the SVD.** The factors are given, as they would be by a library routine; the file does not construct them for an arbitrary matrix.

Singular vectors are not unique, and the theorem applies to whichever choice the decomposition supplies. For $k\ge1$ the truncated matrix $A_k$ can depend on that choice only when there is a tie at the cut, $\sigma_{k-1}=\sigma_k$.
